# Linear mixing for a nonexpansive map with a fixed point: the squared residual falls at least as fast as 1/(n+1)

Let $F$ be a map on a real inner-product space that never increases the distance between two points, and let $p$ be a fixed point, $F(p)=p$. Choose a mixing parameter $0<a<1$ and iterate

$$x_{n+1}=x_n+a\,r_n,\qquad r_n=F(x_n)-x_n .$$

Then the residual norms $\|r_n\|$ never increase, and

$$\|x_{n+1}-p\|^2\le\|x_n-p\|^2-a(1-a)\|r_n\|^2,\qquad
\|r_n\|^2\le\frac{\|x_0-p\|^2}{a(1-a)(n+1)} .$$

In finite dimension the iterates themselves converge to a fixed point.

## The self-consistency cycle as a map

In a self-consistent field calculation, an input density or density matrix $x$ defines an effective Hamiltonian, whose solution gives an output $F(x)$. Self-consistency means that output and input agree. Feeding the output straight back can make the cycle oscillate, so one often moves the input by only a fraction $a$ of the difference. The results below apply to this linear mixing in electronic-structure calculations when the cycle is a nonexpansive map of the whole vector space and has a fixed point. Many real cycles are not nonexpansive.

The vectors live in a space `E` with a real inner product. Hermitian matrices with the trace inner product are an example. Neither completeness nor finite dimension is assumed at this stage.

```lean
import Mathlib

open Filter Topology

namespace DampedFixedPoint

noncomputable section

variable {E : Type*} [NormedAddCommGroup E] [InnerProductSpace ℝ E]
```

The physical assumption is that two different inputs produce outputs at most as far apart as the inputs were:

$$\|F(x)-F(y)\|\le\|x-y\|\quad\text{for all }x,y .$$

It says that the response of the output to a change of input is never amplified, in the norm of the inner product. A strict contraction is not required, and $F$ need not be linear.

```lean
/-- A map is nonexpansive if it never increases the distance between two points. -/
def Nonexpansive (F : E → E) : Prop := ∀ x y, ‖F x - F y‖ ≤ ‖x - y‖
```

To apply the theorems to an actual calculation, one must still show that its cycle defines such a map on all of `E`. Near a solution with charge sloshing, where the linearised response has an eigenvalue of magnitude above one, this fails.

The residual is output minus input. Some texts use the opposite sign, which would change the sign in the mixing step.

```lean
/-- The residual `F x - x`: output minus input of one self-consistency cycle. -/
def residual (F : E → E) (x : E) : E := F x - x
```

One step of linear mixing gives $x+a(F(x)-x)=(1-a)x+aF(x)$. Thus $a=0$ leaves the input alone, and $a=1$ replaces it by the output.

```lean
/-- One step of linear mixing: the input is moved by the fraction `a` of the residual. -/
def dampedStep (F : E → E) (a : ℝ) (x : E) : E := x + a • residual F x
```

Repeating the step from $x_0$ defines the sequence. The vector $x_n$ is `dampedIterate F a x₀ n`, with counting from zero, and $r_n$ is `residual F` applied to it.

```lean
/-- The sequence of inputs generated from `x₀` by repeated linear mixing. -/
def dampedIterate (F : E → E) (a : ℝ) (x₀ : E) : ℕ → E
  | 0 => x₀
  | n + 1 => dampedStep F a (dampedIterate F a x₀ n)
```

## The residual norm never increases

Write $r=F(x)-x$ and $y=x+ar$. The residual at the new input is

$$F(y)-y=F(y)-F(x)+F(x)-x-ar=\bigl(F(y)-F(x)\bigr)+(1-a)r .$$

Nonexpansiveness bounds the first term by $\|y-x\|=a\|r\|$. For $0\le a\le1$ the second has norm $(1-a)\|r\|$. The triangle inequality therefore gives

$$\|F(y)-y\|\le a\|r\|+(1-a)\|r\|=\|r\| .$$

No fixed point is needed here, and both end values of $a$ are allowed. `Antitone` is Lean's word for nonincreasing, and `antitone_nat_of_succ_le` reduces it to a comparison of consecutive steps. In the proof, `e` is the decomposition of the new residual, `h1` and `h2` are the two norm estimates, and `h3` is the triangle inequality.

```lean
/-- For a nonexpansive map and `0 ≤ a ≤ 1`, the residual norm never increases along
the damped iteration. -/
theorem residual_antitone {F : E → E} (hF : Nonexpansive F) {a : ℝ}
    (ha : 0 ≤ a) (ha1 : a ≤ 1) (x₀ : E) :
    Antitone (fun n => ‖residual F (dampedIterate F a x₀ n)‖) := by
  refine antitone_nat_of_succ_le fun n => ?_
  change ‖residual F (dampedStep F a (dampedIterate F a x₀ n))‖ ≤ _
  generalize dampedIterate F a x₀ n = x
  -- the new residual is the change of F plus the part of the old residual not yet mixed in
  have e : residual F (dampedStep F a x)
      = (F (dampedStep F a x) - F x) + (1 - a) • residual F x := by
    simp only [dampedStep, residual]
    module
  have h1 : ‖F (dampedStep F a x) - F x‖ ≤ a * ‖residual F x‖ := by
    have h := hF (dampedStep F a x) x
    have e' : dampedStep F a x - x = a • residual F x := by
      unfold dampedStep
      abel
    rwa [e', norm_smul, Real.norm_of_nonneg ha] at h
  have h2 : ‖(1 - a) • residual F x‖ = (1 - a) * ‖residual F x‖ := by
    rw [norm_smul, Real.norm_of_nonneg (sub_nonneg.2 ha1)]
  rw [e]
  have h3 := norm_add_le (F (dampedStep F a x) - F x) ((1 - a) • residual F x)
  linarith
```

## An identity for the norm of a mixture

The distance estimate uses the inner product. For vectors $u,v$ and any real $a$,

$$\|u+a(v-u)\|^2=\|u\|^2+2a\langle u,v-u\rangle+a^2\|v-u\|^2 .$$

Expanding $\|v\|^2=\|u+(v-u)\|^2$ gives

$$2\langle u,v-u\rangle=\|v\|^2-\|u\|^2-\|v-u\|^2,$$

and substitution yields

$$\|u+a(v-u)\|^2=(1-a)\|u\|^2+a\|v\|^2-a(1-a)\|v-u\|^2 .$$

The last term is the gain from averaging: for $0<a<1$, a mixture of two different vectors has a smaller squared norm than the mixture of their squared norms. The Lean proof expands both sides in $\|u\|^2$, $\|v\|^2$ and $\langle u,v\rangle$, and `ring` compares the coefficients.

```lean
/-- The squared norm of a linear mixture of `u` and `v` is the mixture of the squared
norms minus `a (1 - a)` times the squared distance of `u` and `v`. -/
theorem norm_sq_mix (a : ℝ) (u v : E) :
    ‖u + a • (v - u)‖ ^ 2
      = (1 - a) * ‖u‖ ^ 2 + a * ‖v‖ ^ 2 - a * (1 - a) * ‖v - u‖ ^ 2 := by
  rw [norm_add_sq_real, real_inner_smul_right, inner_sub_right, norm_smul, mul_pow,
    Real.norm_eq_abs, sq_abs, norm_sub_sq_real v u, real_inner_self_eq_norm_sq,
    real_inner_comm u v]
  ring
```

## Each step pays for its residual in distance

Put $u=x-p$ and $v=F(x)-p$. Then $v-u=r$, and $u+a(v-u)$ is the new input measured from $p$. Since $F(p)=p$,

$$\|v\|=\|F(x)-F(p)\|\le\|x-p\|=\|u\| .$$

Inserting this into the identity, with $a\ge0$, gives

$$\|x+ar-p\|^2\le\|x-p\|^2-a(1-a)\|r\|^2 .$$

The theorem assumes only $a\ge0$. For $a>1$ the last term changes sign, and the inequality merely limits how much the distance can grow. In the proof, `e` and `e2` translate the mixture into residual and damped step, and `hsq` is the squared form of $\|v\|\le\|u\|$.

```lean
/-- For a nonexpansive map with fixed point `p` and `a ≥ 0`, one damped step changes the
squared distance to `p` by at most `-a (1 - a)` times the squared residual norm. -/
theorem dist_sq_step_le {F : E → E} (hF : Nonexpansive F) {p : E} (hp : F p = p)
    {a : ℝ} (ha : 0 ≤ a) (x : E) :
    ‖dampedStep F a x - p‖ ^ 2 ≤ ‖x - p‖ ^ 2 - a * (1 - a) * ‖residual F x‖ ^ 2 := by
  have h := norm_sq_mix a (x - p) (F x - p)
  have e : F x - p - (x - p) = residual F x := by
    unfold residual
    abel
  have e2 : dampedStep F a x - p = x - p + a • residual F x := by
    unfold dampedStep
    abel
  have h1 : ‖F x - p‖ ≤ ‖x - p‖ := by
    have h0 := hF x p
    rwa [hp] at h0
  have hsq : ‖F x - p‖ ^ 2 ≤ ‖x - p‖ ^ 2 := pow_le_pow_left₀ (norm_nonneg _) h1 2
  rw [e] at h
  rw [e2, h]
  linarith [mul_le_mul_of_nonneg_left hsq ha]
```

Adding the inequalities for the first $n$ steps makes the intermediate distances cancel:

$$a(1-a)\sum_{k=0}^{n-1}\|r_k\|^2+\|x_n-p\|^2\le\|x_0-p\|^2 .$$

For $0<a<1$, the initial squared distance is thus a fixed budget from which every residual is paid. Lean carries out the cancellation by induction. For $n=0$ the sum is empty and both sides agree; the induction step adds one more instance of `dist_sq_step_le`.

```lean
/-- For a nonexpansive map with fixed point `p` and `a ≥ 0`, the accumulated squared
residuals, weighted by `a (1 - a)`, plus the squared distance still left to `p` do not
exceed the initial squared distance. -/
theorem sum_residual_sq_le {F : E → E} (hF : Nonexpansive F) {p : E} (hp : F p = p)
    {a : ℝ} (ha : 0 ≤ a) (x₀ : E) (n : ℕ) :
    a * (1 - a) * ∑ k ∈ Finset.range n, ‖residual F (dampedIterate F a x₀ k)‖ ^ 2
      + ‖dampedIterate F a x₀ n - p‖ ^ 2 ≤ ‖x₀ - p‖ ^ 2 := by
  induction n with
  | zero => simp [dampedIterate]
  | succ n ih =>
    have h : ‖dampedIterate F a x₀ (n + 1) - p‖ ^ 2 ≤ _ :=
      dist_sq_step_le hF hp ha (dampedIterate F a x₀ n)
    rw [Finset.sum_range_succ, mul_add]
    linarith
```

## The bound on the last residual

Now take the $n+1$ residuals $r_0,\dots,r_n$. Because their norms do not increase, the last is the smallest, and for $0<a<1$

$$(n+1)\|r_n\|^2\le\sum_{k=0}^{n}\|r_k\|^2\le\frac{\|x_0-p\|^2}{a(1-a)} .$$

Division by $n+1$ gives the stated rate. In Lean, `h1` is the first inequality, obtained from `Finset.card_nsmul_le_sum` and `residual_antitone`, and `h2` is the budget inequality for $n+1$ steps. The residual norm itself is therefore bounded by a constant times $1/\sqrt{n+1}$. The constant in this bound is smallest at $a=1/2$, which need not be the fastest choice for a particular $F$.

```lean
/-- For a nonexpansive map with fixed point `p` and `0 < a < 1`, the squared residual after
`n` damped steps is at most `‖x₀ - p‖² / (a (1 - a) (n + 1))`. -/
theorem residual_sq_le {F : E → E} (hF : Nonexpansive F) {p : E} (hp : F p = p)
    {a : ℝ} (ha : 0 < a) (ha1 : a < 1) (x₀ : E) (n : ℕ) :
    ‖residual F (dampedIterate F a x₀ n)‖ ^ 2
      ≤ ‖x₀ - p‖ ^ 2 / (a * (1 - a) * ((n : ℝ) + 1)) := by
  have hA : 0 < a * (1 - a) := mul_pos ha (sub_pos.2 ha1)
  -- the last residual is the smallest of the n + 1 residuals in the sum
  have h1 := Finset.card_nsmul_le_sum (Finset.range (n + 1))
    (fun k => ‖residual F (dampedIterate F a x₀ k)‖ ^ 2)
    (‖residual F (dampedIterate F a x₀ n)‖ ^ 2)
    (fun k hk => pow_le_pow_left₀ (norm_nonneg _)
      (residual_antitone hF ha.le ha1.le x₀
        (Nat.lt_succ_iff.1 (Finset.mem_range.1 hk))) 2)
  rw [Finset.card_range, nsmul_eq_mul, Nat.cast_add, Nat.cast_one] at h1
  have h2 := sum_residual_sq_le hF hp ha.le x₀ (n + 1)
  have h3 := mul_le_mul_of_nonneg_left h1 hA.le
  rw [le_div_iff₀ (by positivity)]
  linarith [sq_nonneg ‖dampedIterate F a x₀ (n + 1) - p‖]
```

The right-hand side tends to zero as $n$ grows, so $\|r_n\|^2\to0$ and hence $r_n\to0$. The formal proof squeezes the squared norm between zero and the bound, then takes a square root. In the statement, `atTop` stands for $n\to\infty$ and `𝓝 0` for the neighbourhoods of the zero vector.

```lean
/-- For a nonexpansive map with a fixed point and `0 < a < 1`, the residual of the damped
iteration tends to zero. -/
theorem residual_tendsto_zero {F : E → E} (hF : Nonexpansive F) {p : E} (hp : F p = p)
    {a : ℝ} (ha : 0 < a) (ha1 : a < 1) (x₀ : E) :
    Tendsto (fun n => residual F (dampedIterate F a x₀ n)) atTop (𝓝 0) := by
  have hg : Tendsto (fun n : ℕ => ‖x₀ - p‖ ^ 2 / (a * (1 - a)) * (1 / ((n : ℝ) + 1)))
      atTop (𝓝 0) := by
    simpa only [mul_zero] using
      (tendsto_one_div_add_atTop_nhds_zero_nat (𝕜 := ℝ)).const_mul
        (‖x₀ - p‖ ^ 2 / (a * (1 - a)))
  have h := squeeze_zero (fun n => sq_nonneg ‖residual F (dampedIterate F a x₀ n)‖)
    (fun n => (residual_sq_le hF hp ha ha1 x₀ n).trans_eq
      (by rw [div_mul_div_comm, mul_one])) hg
  rw [tendsto_zero_iff_norm_tendsto_zero]
  simpa only [Real.sqrt_sq_eq_abs, abs_norm, Real.sqrt_zero] using h.sqrt
```

## Convergence of the inputs in finite dimension

A small residual does not by itself show that the inputs settle down. In a finite-dimensional space, such as that of Hermitian matrices in a finite basis, compactness supplies the missing argument.

1. By the distance inequality, $\|x_n-q\|$ is nonincreasing for every fixed point $q$. With $q=p$, all inputs lie in the closed ball of radius $\|x_0-p\|$ about $p$.
2. This ball is compact, so some subsequence $x_{\varphi(k)}$ converges to a point $q$.
3. A nonexpansive map is continuous, hence $F(q)-q=\lim_k r_{\varphi(k)}=0$, and $q$ is a fixed point.
4. Given $\varepsilon>0$, choose $k$ with $\|x_{\varphi(k)}-q\|<\varepsilon$. By the first step, now used for $q$ itself, $\|x_n-q\|<\varepsilon$ for all $n\ge\varphi(k)$.

The limit $q$ may differ from the given $p$, since a nonexpansive map can have many fixed points. The theorem selects no particular one, such as the solution of lowest energy, and gives no rate for the distance to $q$. In the code, `hd` is the first step, `hlim` the convergence of the subsequence and `hq` the fixed-point equation; the closing lines are the $\varepsilon$ argument.

```lean
/-- In finite dimension, for a nonexpansive map with a fixed point and `0 < a < 1`, the
damped iteration converges to a fixed point from every starting point. -/
theorem dampedIterate_converges [FiniteDimensional ℝ E] {F : E → E}
    (hF : Nonexpansive F) {p : E} (hp : F p = p) {a : ℝ} (ha : 0 < a) (ha1 : a < 1)
    (x₀ : E) : ∃ q, F q = q ∧ Tendsto (dampedIterate F a x₀) atTop (𝓝 q) := by
  have : ProperSpace E := FiniteDimensional.proper ℝ E
  -- the distance to any fixed point never increases
  have hd : ∀ q, F q = q → Antitone (fun n => ‖dampedIterate F a x₀ n - q‖) := by
    intro q hq
    refine antitone_nat_of_succ_le fun n => ?_
    have h : ‖dampedIterate F a x₀ (n + 1) - q‖ ^ 2 ≤ _ :=
      dist_sq_step_le hF hq ha.le (dampedIterate F a x₀ n)
    have h0 : 0 ≤ a * (1 - a) * ‖residual F (dampedIterate F a x₀ n)‖ ^ 2 :=
      mul_nonneg (mul_nonneg ha.le (sub_nonneg.2 ha1.le)) (sq_nonneg _)
    exact (sq_le_sq₀ (norm_nonneg _) (norm_nonneg _)).1 (by linarith)
  -- a cluster point exists by compactness
  obtain ⟨q, -, φ, hφ, hlim⟩ := (isCompact_closedBall p ‖x₀ - p‖).tendsto_subseq
    (x := dampedIterate F a x₀) (fun n => by
      rw [Metric.mem_closedBall, dist_eq_norm]
      exact hd p hp (Nat.zero_le n))
  have hc : Continuous F := (LipschitzWith.of_dist_le_mul (K := 1)
    (fun x y => by simpa [dist_eq_norm] using hF x y)).continuous
  have hr : Continuous (residual F) := hc.sub continuous_id
  -- its residual vanishes, so it is a fixed point
  have hq0 : residual F q = 0 := tendsto_nhds_unique ((hr.tendsto q).comp hlim)
    ((residual_tendsto_zero hF hp ha ha1 x₀).comp hφ.tendsto_atTop)
  have hq : F q = q := sub_eq_zero.1 hq0
  refine ⟨q, hq, Metric.tendsto_atTop.2 fun ε hε => ?_⟩
  obtain ⟨k, hk⟩ := Metric.tendsto_atTop.1 hlim ε hε
  refine ⟨φ k, fun n hn => ?_⟩
  have h1 := hk k le_rfl
  rw [Function.comp_apply, dist_eq_norm] at h1
  rw [dist_eq_norm]
  exact (hd q hq hn).trans_lt h1
```

## A cycle that oscillates without damping

The reflection $F(x)=-x$ preserves all distances and has the fixed point $0$. It is a mathematical example, not a physical cycle for densities: if $x$ is a nonzero density, $-x$ is not a density. With $a=1$ the iteration gives $x_n=(-1)^n x_0$, so that

$$r_n=-2x_n,\qquad \|r_n\|=2\|x_0\|\quad\text{for all }n .$$

For $x_0\ne0$ the input jumps for ever between two values, and the residual does not decay. Convergence for every nonexpansive map with a fixed point therefore fails at $a=1$ in any space with a nonzero vector. With $a=1/2$ the same map reaches its fixed point in one step.

The theorem states the three facts together: nonexpansiveness, the fixed point and the constant residual norm. Its proof shows by induction that each undamped step only flips the sign, so $\|x_n\|=\|x_0\|$, and then uses $r_n=-2x_n$.

```lean
/-- The reflection `x ↦ -x` is nonexpansive with fixed point `0`, and its undamped
iteration (`a = 1`) keeps the residual norm at `2 ‖x₀‖` for ever. -/
theorem undamped_reflection_witness (x₀ : E) :
    Nonexpansive (fun x : E => -x) ∧ (fun x : E => -x) 0 = 0 ∧
      ∀ n, ‖residual (fun x : E => -x) (dampedIterate (fun x : E => -x) 1 x₀ n)‖
        = 2 * ‖x₀‖ := by
  refine ⟨fun x y => ?_, neg_zero, fun n => ?_⟩
  · have e : -x - -y = -(x - y) := by abel
    change ‖-x - -y‖ ≤ ‖x - y‖
    rw [e, norm_neg]
  · -- each undamped step only flips the sign
    have hn : ‖dampedIterate (fun x : E => -x) 1 x₀ n‖ = ‖x₀‖ := by
      induction n with
      | zero => rfl
      | succ n ih =>
        have e : dampedIterate (fun x : E => -x) 1 x₀ (n + 1)
            = -dampedIterate (fun x : E => -x) 1 x₀ n := by
          simp only [dampedIterate, dampedStep, residual, one_smul]
          abel
        rw [e, norm_neg, ih]
    have e (x : E) : residual (fun x : E => -x) x = (-2 : ℝ) • x := by
      simp only [residual]
      module
    rw [e, norm_smul, hn]
    norm_num

end

end DampedFixedPoint
```

```lean
#print axioms DampedFixedPoint.residual_sq_le
#print axioms DampedFixedPoint.dampedIterate_converges
```

```
'DampedFixedPoint.residual_sq_le' depends on axioms: [propext, Classical.choice, Quot.sound]
'DampedFixedPoint.dampedIterate_converges' depends on axioms: [propext, Classical.choice, Quot.sound]
```
